# A measurement record from a full-rank stationary state is as probable as its reverse under the reversed Kraus matrices

Let a finite-dimensional quantum system be measured repeatedly. Outcome $k$ takes its density matrix $\rho$ to the unnormalised state $A_k\rho A_k^\dagger$, whose trace is the outcome's probability if $\operatorname{tr}\rho=1$. The Kraus matrices $A_k$ satisfy the completeness relation $\sum_k A_k^\dagger A_k=1$, and a state $p$ is stationary if $\sum_k A_k\,p\,A_k^\dagger=p$. A record $(k_1,\dots,k_m)$ lists outcomes with the earliest first. Its operator and probability are
$$M=A_{k_m}\cdots A_{k_1},\qquad \operatorname{tr}(M\rho M^\dagger).$$

Which measurement, started in $p$, produces the backward record $(k_m,\dots,k_1)$ as often as the original one produces the forward record? If $p$ is positive definite, the matrices
$$B_k=s\,A_k^\dagger s^{-1},\qquad s=p^{1/2},$$
do so, and they satisfy the same two relations. Positive definiteness means that the stationary state has full rank, as a thermal state at positive temperature does.

## Completeness and stationarity change places

The root $s$ is Hermitian with $s^2=p$. Since $(\det s)^2=\det p>0$, it is invertible, its inverse is Hermitian, and $s^{-1}p\,s^{-1}=1$. From $B_k^\dagger=s^{-1}A_k s$ we get
$$\sum_k B_k^\dagger B_k=s^{-1}\Big(\sum_k A_k\,p\,A_k^\dagger\Big)s^{-1}=s^{-1}p\,s^{-1}=1,$$
$$\sum_k B_k\,p\,B_k^\dagger=s\Big(\sum_k A_k^\dagger A_k\Big)s=s^2=p.$$

In the operator of the backward record under $B$, the inner factors $s^{-1}s$ cancel:
$$\tilde M=B_{k_1}\cdots B_{k_m}=s\,A_{k_1}^\dagger\cdots A_{k_m}^\dagger s^{-1}=s\,M^\dagger s^{-1}.$$
The empty record has $\tilde M=M=1$. Cyclicity of the trace then gives
$$\operatorname{tr}(\tilde M p\tilde M^\dagger)=\operatorname{tr}(s\,M^\dagger M\,s)=\operatorname{tr}(p\,M^\dagger M)=\operatorname{tr}(M p M^\dagger).$$

For the maximally mixed state $p=1/d$ in dimension $d\ge1$, the roots cancel and $B_k=A_k^\dagger$.

## A qubit with two jumps

Take a qubit with basis states $|0\rangle,|1\rangle$, $p=\operatorname{diag}(16/25,\,9/25)$ and
$$A_0=\operatorname{diag}(4/5,\,3/5),\quad A_1=\tfrac45|0\rangle\langle1|,\quad A_2=\tfrac35|1\rangle\langle0|.$$
With $s=\operatorname{diag}(4/5,\,3/5)$ one finds $B_0=A_0$, $B_1=A_2$ and $B_2=A_1$: reversal exchanges the two jumps.

The record $(0,1)$ has $M=A_1A_0=\tfrac{12}{25}|0\rangle\langle1|$ and probability $\tfrac{144}{625}\cdot\tfrac{9}{25}=\tfrac{1296}{15625}$. The record $(1,0)$ under $B$ has the operator $B_0B_1=\tfrac{9}{25}|1\rangle\langle0|$ and probability $\tfrac{81}{625}\cdot\tfrac{16}{25}=\tfrac{1296}{15625}$. Under the original $A$, the record $(1,0)$ has probability $\tfrac{2304}{15625}$, so reversing the list alone is not enough.

## Operators, records and probabilities in Lean

The type `n` labels the basis states and `κ` the outcomes.

```lean
import Mathlib

open Matrix
open scoped ComplexOrder MatrixOrder

namespace QuantumInstrumentReversal

noncomputable section

variable {n κ : Type*} [Fintype n] [DecidableEq n]
```

The map $X\mapsto sX^\dagger s^{-1}$ is `reverseOp p X`, with `CFC.sqrt p` for $s$ and `ᴴ` for the dagger. Its "time reverse" is taken relative to $p$ and involves no antiunitary time-reversal operator.

```lean
/-- The time reverse `p^(1/2) X† p^(-1/2)` of an operator `X` with respect to a
positive definite matrix `p`. -/
def reverseOp (p X : Matrix n n ℂ) : Matrix n n ℂ :=
  CFC.sqrt p * Xᴴ * (CFC.sqrt p)⁻¹
```

In `recordOp`, the head of the list is the earliest outcome and stands rightmost in the product.

```lean
/-- The time-ordered product of Kraus matrices for a list of outcomes, earliest first. -/
def recordOp (A : κ → Matrix n n ℂ) : List κ → Matrix n n ℂ
  | [] => 1
  | k :: l => recordOp A l * A k
```

The probability is defined as a real part so that it is a real number. For a density matrix the trace is already real.

```lean
/-- The probability `tr (M ρ M†)` of an outcome record with operator `M`, for a system
started in the density matrix `ρ`. -/
def recordProb (A : κ → Matrix n n ℂ) (ρ : Matrix n n ℂ) (l : List κ) : ℝ :=
  (trace (recordOp A l * ρ * (recordOp A l)ᴴ)).re
```

## The square root and the reversal map

The first lemma collects the properties of $s$. Invertibility is proved as above: a vanishing $\det s$ would force $\det p=0$.

```lean
/-- The square root of a positive definite matrix is Hermitian with Hermitian inverse,
squares to the matrix, and is invertible. -/
theorem sqrt_facts {p : Matrix n n ℂ} (hp : p.PosDef) :
    (CFC.sqrt p)ᴴ = CFC.sqrt p ∧ ((CFC.sqrt p)⁻¹)ᴴ = (CFC.sqrt p)⁻¹ ∧
      CFC.sqrt p * CFC.sqrt p = p ∧
      CFC.sqrt p * (CFC.sqrt p)⁻¹ = 1 ∧ (CFC.sqrt p)⁻¹ * CFC.sqrt p = 1 := by
  have hs : CFC.sqrt p * CFC.sqrt p = p :=
    CFC.sqrt_mul_sqrt_self p (Matrix.nonneg_iff_posSemidef.mpr hp.posSemidef)
  have hH : (CFC.sqrt p)ᴴ = CFC.sqrt p :=
    (Matrix.nonneg_iff_posSemidef.mp (CFC.sqrt_nonneg p)).isHermitian
  have hu : IsUnit (CFC.sqrt p).det := by
    refine isUnit_iff_ne_zero.mpr fun h => hp.det_pos.ne' ?_
    have h2 := congrArg Matrix.det hs
    rw [Matrix.det_mul, h, zero_mul] at h2
    exact h2.symm
  exact ⟨hH, by rw [Matrix.conjTranspose_nonsing_inv, hH], hs,
    Matrix.mul_nonsing_inv _ hu, Matrix.nonsing_inv_mul _ hu⟩
```

The next lemma is the identity $\tilde X p\tilde X^\dagger=sX^\dagger X s$ for $\tilde X=sX^\dagger s^{-1}$. The auxiliary statement `hw` is $s^{-1}p\,s^{-1}=1$. The identity serves twice later, for a single Kraus matrix and for a whole record.

```lean
/-- For positive definite `p`, a reversed operator acts on `p` as
`X̃ p X̃† = p^(1/2) X† X p^(1/2)`. -/
theorem reverseOp_sandwich {p : Matrix n n ℂ} (hp : p.PosDef) (X : Matrix n n ℂ) :
    reverseOp p X * p * (reverseOp p X)ᴴ = CFC.sqrt p * (Xᴴ * X) * CFC.sqrt p := by
  obtain ⟨hH, hI, hs, h1, h2⟩ := sqrt_facts hp
  -- the inverse roots on both sides turn `p` into the identity
  have hw : (CFC.sqrt p)⁻¹ * p * (CFC.sqrt p)⁻¹ = 1 := by
    calc (CFC.sqrt p)⁻¹ * p * (CFC.sqrt p)⁻¹
        = (CFC.sqrt p)⁻¹ * (CFC.sqrt p * CFC.sqrt p) * (CFC.sqrt p)⁻¹ := by rw [hs]
      _ = ((CFC.sqrt p)⁻¹ * CFC.sqrt p) * (CFC.sqrt p * (CFC.sqrt p)⁻¹) := by
          simp only [mul_assoc]
      _ = 1 := by rw [h1, h2, one_mul]
  simp only [reverseOp, conjTranspose_mul, conjTranspose_conjTranspose, hH, hI]
  calc CFC.sqrt p * Xᴴ * (CFC.sqrt p)⁻¹ * p * ((CFC.sqrt p)⁻¹ * (X * CFC.sqrt p))
      = CFC.sqrt p * (Xᴴ * ((CFC.sqrt p)⁻¹ * p * (CFC.sqrt p)⁻¹) * X) * CFC.sqrt p := by
        simp only [mul_assoc]
    _ = CFC.sqrt p * (Xᴴ * X) * CFC.sqrt p := by rw [hw, mul_one]
```

Reversal is an involution, since $s(s^{-1}Xs)s^{-1}=X$. Reversing the $B_k$ therefore restores the $A_k$.

```lean
/-- For positive definite `p`, reversing an operator twice gives it back. -/
theorem reverseOp_reverseOp {p : Matrix n n ℂ} (hp : p.PosDef) (X : Matrix n n ℂ) :
    reverseOp p (reverseOp p X) = X := by
  obtain ⟨hH, hI, -, h1, -⟩ := sqrt_facts hp
  simp only [reverseOp, conjTranspose_mul, conjTranspose_conjTranspose, hH, hI]
  calc CFC.sqrt p * ((CFC.sqrt p)⁻¹ * (X * CFC.sqrt p)) * (CFC.sqrt p)⁻¹
      = (CFC.sqrt p * (CFC.sqrt p)⁻¹) * X * (CFC.sqrt p * (CFC.sqrt p)⁻¹) := by
        simp only [mul_assoc]
    _ = X := by rw [h1, one_mul, mul_one]
```

## Operators of reversed records

Joining two records multiplies their operators, the later one on the left.

```lean
/-- The operator of two successive records is the product of their operators, the later
one on the left. -/
theorem recordOp_append (A : κ → Matrix n n ℂ) (l m : List κ) :
    recordOp A (l ++ m) = recordOp A m * recordOp A l := by
  induction l with
  | nil => simp [recordOp]
  | cons k l ih => simp only [List.cons_append, recordOp, ih, mul_assoc]
```

This gives $\tilde M=sM^\dagger s^{-1}$ by induction on the list. Reversing `k :: l` moves `k` to the end, so its reversed matrix appears on the left, and `h2` cancels the inner $s^{-1}s$.

```lean
/-- For positive definite `p`, the reversed record under the reversed Kraus matrices has
as its operator the time reverse of the original record's operator. -/
theorem recordOp_reverse {p : Matrix n n ℂ} (hp : p.PosDef) (A : κ → Matrix n n ℂ)
    (l : List κ) :
    recordOp (fun k => reverseOp p (A k)) l.reverse = reverseOp p (recordOp A l) := by
  obtain ⟨-, -, -, h1, h2⟩ := sqrt_facts hp
  induction l with
  | nil => simp [recordOp, reverseOp, h1]
  | cons k l ih =>
    rw [List.reverse_cons, recordOp_append, ih]
    simp only [recordOp, reverseOp, one_mul, conjTranspose_mul]
    -- the inner factors `p^(-1/2) p^(1/2)` cancel
    calc CFC.sqrt p * (A k)ᴴ * (CFC.sqrt p)⁻¹ *
          (CFC.sqrt p * (recordOp A l)ᴴ * (CFC.sqrt p)⁻¹)
        = CFC.sqrt p * (A k)ᴴ * ((CFC.sqrt p)⁻¹ * CFC.sqrt p) *
          (recordOp A l)ᴴ * (CFC.sqrt p)⁻¹ := by simp only [mul_assoc]
      _ = CFC.sqrt p * ((A k)ᴴ * (recordOp A l)ᴴ) * (CFC.sqrt p)⁻¹ := by
        rw [h2, mul_one]; simp only [mul_assoc]
```

## Normalisation

The functions `f : Fin m → κ` run over all records of length $m$. The induction splits off the first outcome and applies the hypothesis to the updated state $A_k\rho A_k^\dagger$, which is why `ρ` is generalised. Completeness then gives $\sum_k\operatorname{tr}(A_k\rho A_k^\dagger)=\operatorname{tr}\rho$. The total is one when $\rho$ has unit trace.

```lean
/-- If the Kraus matrices satisfy `∑ A_k† A_k = 1`, the probabilities of all records of a
given length sum to the trace of the initial state. -/
theorem sum_recordProb [Fintype κ] (A : κ → Matrix n n ℂ)
    (hA : ∑ k, (A k)ᴴ * A k = 1) (m : ℕ) (ρ : Matrix n n ℂ) :
    ∑ f : Fin m → κ, recordProb A ρ (List.ofFn f) = (trace ρ).re := by
  induction m generalizing ρ with
  | zero => simp [recordProb, recordOp]
  | succ m ih =>
    -- split off the first outcome and update the state
    have hstep : ∀ (k : κ) (g : Fin m → κ),
        recordProb A ρ (List.ofFn (Fin.consEquiv (fun _ => κ) (k, g))) =
          recordProb A (A k * ρ * (A k)ᴴ) (List.ofFn g) := by
      intro k g
      have hl : List.ofFn (Fin.consEquiv (fun _ => κ) (k, g)) = k :: List.ofFn g := by
        simp [Fin.consEquiv, List.ofFn_succ]
      rw [hl]
      simp only [recordProb, recordOp, conjTranspose_mul, mul_assoc]
    rw [← (Fin.consEquiv (fun _ => κ)).sum_comp, Fintype.sum_prod_type]
    simp only [hstep, ih]
    rw [← Complex.re_sum,
      Finset.sum_congr rfl fun k _ => Matrix.trace_mul_cycle (A k) ρ (A k)ᴴ,
      ← Matrix.trace_sum, ← Finset.sum_mul, hA, one_mul]
```

## The reversal theorem

The hypotheses `hp`, `hA` and `hst` are positive definiteness, completeness and stationarity. Unit trace of $p$ is not assumed; it is needed only to read the values as normalised probabilities. The conclusion has three parts: completeness of $B$, stationarity of $p$ under $B$, and equality of the probabilities for every finite list `l`.

The proof takes them in that order. For the first, `key` rewrites each $B_k^\dagger B_k$ as $s^{-1}A_k\,p\,A_k^\dagger s^{-1}$ before summing. The second sums `reverseOp_sandwich`. The third applies the same lemma to the record operator and uses `Matrix.trace_mul_cycle` twice.

```lean
/-- Let `∑ A_k† A_k = 1` and `∑ A_k p A_k† = p` with `p` positive definite. Then the
matrices `B_k = p^(1/2) A_k† p^(-1/2)` satisfy both relations, and every record started in
`p` has the probability of its reversed record under `B`. -/
theorem time_reversal [Fintype κ] {p : Matrix n n ℂ} (hp : p.PosDef)
    (A : κ → Matrix n n ℂ) (hA : ∑ k, (A k)ᴴ * A k = 1)
    (hst : ∑ k, A k * p * (A k)ᴴ = p) :
    (∑ k, (reverseOp p (A k))ᴴ * reverseOp p (A k) = 1) ∧
    (∑ k, reverseOp p (A k) * p * (reverseOp p (A k))ᴴ = p) ∧
    ∀ l : List κ,
      recordProb (fun k => reverseOp p (A k)) p l.reverse = recordProb A p l := by
  obtain ⟨hH, hI, hs, h1, h2⟩ := sqrt_facts hp
  refine ⟨?_, ?_, fun l => ?_⟩
  · -- stationarity of `A` gives completeness of `B`
    have key : ∀ k, (reverseOp p (A k))ᴴ * reverseOp p (A k) =
        (CFC.sqrt p)⁻¹ * (A k * p * (A k)ᴴ) * (CFC.sqrt p)⁻¹ := by
      intro k
      simp only [reverseOp, conjTranspose_mul, conjTranspose_conjTranspose, hH, hI]
      calc (CFC.sqrt p)⁻¹ * (A k * CFC.sqrt p) * (CFC.sqrt p * (A k)ᴴ * (CFC.sqrt p)⁻¹)
          = (CFC.sqrt p)⁻¹ * (A k * (CFC.sqrt p * CFC.sqrt p) * (A k)ᴴ) *
            (CFC.sqrt p)⁻¹ := by simp only [mul_assoc]
        _ = _ := by rw [hs]
    rw [Finset.sum_congr rfl fun k _ => key k, ← Finset.sum_mul, ← Finset.mul_sum, hst]
    calc (CFC.sqrt p)⁻¹ * p * (CFC.sqrt p)⁻¹
        = (CFC.sqrt p)⁻¹ * (CFC.sqrt p * CFC.sqrt p) * (CFC.sqrt p)⁻¹ := by rw [hs]
      _ = ((CFC.sqrt p)⁻¹ * CFC.sqrt p) * (CFC.sqrt p * (CFC.sqrt p)⁻¹) := by
          simp only [mul_assoc]
      _ = 1 := by rw [h1, h2, one_mul]
  · -- completeness of `A` gives stationarity of `B`
    rw [Finset.sum_congr rfl fun k _ => reverseOp_sandwich hp (A k), ← Finset.sum_mul,
      ← Finset.mul_sum, hA, mul_one, hs]
  · -- cyclicity of the trace compares the two records
    unfold recordProb
    rw [recordOp_reverse hp, reverseOp_sandwich hp, Matrix.trace_mul_cycle, hs,
      ← mul_assoc, Matrix.trace_mul_cycle]
```

The theorem assigns one Kraus matrix to each outcome, in finite dimension and discrete time. That a motion-reversed apparatus actually implements the $B_k$ is a separate physical assumption. Within this setting, the result relates the record statistics of two quantum-trajectory simulations, one with $A$ and one with $B$, both started in the stationary state.

## The qubit satisfies the hypotheses

The last theorem confirms positive definiteness, completeness and stationarity for the qubit above, with the same numbering of the Kraus matrices. The two matrix equations are checked entry by entry.

```lean
/-- A qubit with populations 16/25 and 9/25, one no-jump matrix and two jump matrices
meets the hypotheses of `time_reversal`. -/
theorem time_reversal_witness :
    let p : Matrix (Fin 2) (Fin 2) ℂ := Matrix.diagonal ![16/25, 9/25]
    let A : Fin 3 → Matrix (Fin 2) (Fin 2) ℂ :=
      ![!![4/5, 0; 0, 3/5], !![0, 4/5; 0, 0], !![0, 0; 3/5, 0]]
    p.PosDef ∧ ∑ k, (A k)ᴴ * A k = 1 ∧ ∑ k, A k * p * (A k)ᴴ = p := by
  intro p A
  -- the numerals in the Kraus matrices are real
  have h3 : (starRingEnd ℂ) 3 = 3 := by apply Complex.ext <;> simp
  have h4 : (starRingEnd ℂ) 4 = 4 := by apply Complex.ext <;> simp
  have h5 : (starRingEnd ℂ) 5 = 5 := by apply Complex.ext <;> simp
  refine ⟨Matrix.PosDef.diagonal ?_, ?_, ?_⟩
  · intro i
    fin_cases i
    · show (0 : ℂ) < 16/25
      have e : ((16/25 : ℝ) : ℂ) = 16/25 := by norm_num
      rw [← e]
      exact Complex.zero_lt_real.mpr (by norm_num)
    · show (0 : ℂ) < 9/25
      have e : ((9/25 : ℝ) : ℂ) = 9/25 := by norm_num
      rw [← e]
      exact Complex.zero_lt_real.mpr (by norm_num)
  · ext i j
    fin_cases i <;> fin_cases j <;>
      norm_num [A, Fin.sum_univ_succ, Matrix.mul_apply, Matrix.conjTranspose_apply,
        h3, h4, h5]
  · ext i j
    have hA2 : A 2 = !![0, 0; 3/5, 0] := rfl
    simp only [p, hA2, Fin.sum_univ_three, Matrix.add_apply, Matrix.mul_apply,
      Fin.sum_univ_two, Matrix.conjTranspose_apply, Matrix.diagonal_apply]
    fin_cases i <;> fin_cases j <;> norm_num [A, h3, h4, h5]

end

end QuantumInstrumentReversal
```

```lean
#print axioms QuantumInstrumentReversal.reverseOp_reverseOp
#print axioms QuantumInstrumentReversal.recordOp_reverse
#print axioms QuantumInstrumentReversal.sum_recordProb
#print axioms QuantumInstrumentReversal.time_reversal
```

```
'QuantumInstrumentReversal.reverseOp_reverseOp' depends on axioms: [propext, Classical.choice, Quot.sound]
'QuantumInstrumentReversal.recordOp_reverse' depends on axioms: [propext, Classical.choice, Quot.sound]
'QuantumInstrumentReversal.sum_recordProb' depends on axioms: [propext, Classical.choice, Quot.sound]
'QuantumInstrumentReversal.time_reversal' depends on axioms: [propext, Classical.choice, Quot.sound]
```
